# A finite sum of inverse powers with positive steep terms and negative flat terms has one critical point, its global minimum

Take a uniform three-dimensional electron gas with a uniform neutralising background, and let the density of both vary together. The radius $r_s$ of the sphere that holds one electron on average measures the spacing. In the Hartree–Fock approximation with plane-wave orbitals and fixed spin polarisation, the energy per electron is a kinetic term proportional to $r_s^{-2}$ minus an exchange term proportional to $r_s^{-1}$. Compression is expensive, dilution loses binding, and there is a preferred density in between. If further inverse powers of $r_s$ are added to the energy, could a second stationary density appear?

Write $r$ for $r_s$ and consider
$$e(r)=\sum_i a_i\,r^{-p_i},\qquad r>0,$$
with finitely many terms and all $p_i>0$. Suppose that some number $s$ divides the exponents: terms with $p_i>s$ have $a_i>0$, terms with $p_i<s$ have $a_i<0$, and both kinds occur. Then $e$ has exactly one critical point on $r>0$, and it is the strict global minimum there. The letter $s$ is a dividing exponent and has nothing to do with the subscript in $r_s$.

## The energy and its sign pattern

```lean
import Mathlib

open Finset

namespace PowerLawMinimum

noncomputable section

variable {ι : Type*} [Fintype ι]
```

The type `ι` holds the labels $i$ of the terms, and there are finitely many of them.

```lean
/-- The energy `e(r) = ∑ aᵢ r^(-pᵢ)` as a function of the density parameter `r > 0`. -/
def energy (a p : ι → ℝ) (r : ℝ) : ℝ := ∑ i, a i * r ^ (-p i)
```

This is $e(r)$ as written above. The coefficients `a` and exponents `p` are functions from labels to real numbers, so fractional exponents are allowed. Units are absorbed in the coefficients.

```lean
/-- The rescaled virial sum `∑ aᵢ pᵢ r^(s - pᵢ)`, for `r > 0`. -/
def virial (a p : ι → ℝ) (s r : ℝ) : ℝ := ∑ i, a i * p i * r ^ (s - p i)
```

This defines
$$g(r)=\sum_i a_i p_i\,r^{s-p_i}.$$
The name needs a gloss. The quantity $r^{-s}g(r)=\sum_i a_ip_ir^{-p_i}$ equals $-r\,e'(r)$, which for the electron gas is the virial combination of twice the kinetic energy plus the potential energy. The extra factor $r^s$ makes $g$ monotonic under the sign conditions.

```lean
/-- All exponents are positive, terms steeper than `r^(-s)` are repulsive, terms flatter than
`r^(-s)` are attractive, and both kinds occur. -/
structure SingleSignChange (a p : ι → ℝ) (s : ℝ) : Prop where
  pos : ∀ i, 0 < p i
  repulsive : ∀ i, s < p i → 0 < a i
  attractive : ∀ i, p i < s → a i < 0
  steep : ∃ i, s < p i
  flat : ∃ i, p i < s
```

A `structure` that lands in `Prop` is a bundle of conditions. Here they say that the steep terms, which dominate at high density, push the system apart, while the flat terms, which dominate at low density, pull it together. "Repulsive" means only a positive coefficient, so kinetic energy counts as repulsive.

A term with $p_i=s$ may have any coefficient. Positivity of $s$ is not listed because it follows: some $p_i$ is positive and smaller than $s$.

```lean
/-- The energy `r^(-2) - r^(-1) - r^(-1/2)` has a single sign change, at `s = 3/2`. -/
theorem singleSignChange_witness :
    SingleSignChange (![1, -1, -1] : Fin 3 → ℝ) ![2, 1, 1 / 2] (3 / 2) := by
  refine ⟨?_, ?_, ?_, ⟨0, by norm_num⟩, ⟨1, by norm_num⟩⟩ <;> intro i <;>
    fin_cases i <;> norm_num
```

The notation `![2, 1, 1 / 2]` lists the values at the labels 0, 1 and 2. The energy $r^{-2}-r^{-1}-r^{-1/2}$ satisfies every condition with $s=3/2$, and Lean checks them label by label.

## The slope has the opposite sign to $g$

```lean
/-- For `r > 0` the slope of the energy is `-r^(-s-1)` times the rescaled virial sum. -/
theorem hasDerivAt_energy (a p : ι → ℝ) (s : ℝ) {r : ℝ} (hr : 0 < r) :
    HasDerivAt (energy a p) (-(r ^ (-s - 1) * virial a p s r)) r := by
  have h : HasDerivAt (fun x : ℝ => ∑ i, a i * x ^ (-p i))
      (∑ i, a i * (-p i * r ^ (-p i - 1))) r :=
    HasDerivAt.fun_sum fun i _ =>
      (Real.hasDerivAt_rpow_const (Or.inl hr.ne')).const_mul (a i)
  change HasDerivAt (fun x : ℝ => ∑ i, a i * x ^ (-p i)) _ r
  refine h.congr_deriv ?_
  unfold virial
  rw [Finset.mul_sum, ← Finset.sum_neg_distrib]
  refine Finset.sum_congr rfl fun i _ => ?_
  have e : r ^ (-p i - 1) = r ^ (-s - 1) * r ^ (s - p i) := by
    rw [← Real.rpow_add hr]
    congr 1
    ring
  rw [e]
  ring
```

`HasDerivAt f v r` says that $f$ is differentiable at $r$ with derivative $v$. By hand,
$$e'(r)=-\sum_i a_ip_i\,r^{-p_i-1}=-r^{-s-1}\sum_i a_ip_i\,r^{s-p_i}=-r^{-s-1}g(r).$$
The Lean proof first differentiates term by term, then uses `Real.rpow_add` to split $r^{-p_i-1}$ into $r^{-s-1}r^{s-p_i}$. No sign condition is needed, and $s$ can be any real number.

```lean
/-- With a single sign change, the rescaled virial sum has a strictly negative slope at
every `r > 0`. -/
theorem virial_slope_neg {a p : ι → ℝ} {s r : ℝ} (h : SingleSignChange a p s) (hr : 0 < r) :
    ∃ v < 0, HasDerivAt (virial a p s) v r := by
  refine ⟨∑ i, a i * p i * ((s - p i) * r ^ (s - p i - 1)), ?_, ?_⟩
  · have w : ∀ i, 0 < p i * r ^ (s - p i - 1) := fun i =>
      mul_pos (h.pos i) (Real.rpow_pos_of_pos hr _)
    calc _ < ∑ _i : ι, (0 : ℝ) := by
          apply Finset.sum_lt_sum
          · intro i _
            -- the sign of each coefficient opposes the sign of its exponent
            have hk : a i * (s - p i) ≤ 0 := by
              rcases lt_trichotomy (p i) s with hi | hi | hi
              · exact (mul_neg_of_neg_of_pos (h.attractive i hi) (sub_pos.2 hi)).le
              · simp [hi]
              · exact (mul_neg_of_pos_of_neg (h.repulsive i hi) (sub_neg.2 hi)).le
            nlinarith [mul_nonneg (neg_nonneg.2 hk) (w i).le]
          · obtain ⟨j, hj⟩ := h.steep
            refine ⟨j, Finset.mem_univ j, ?_⟩
            have hk := mul_neg_of_pos_of_neg (h.repulsive j hj) (sub_neg.2 hj)
            nlinarith [mul_pos (neg_pos.2 hk) (w j)]
      _ = 0 := Finset.sum_const_zero
  · change HasDerivAt (fun x : ℝ => ∑ i, a i * p i * x ^ (s - p i)) _ r
    exact HasDerivAt.fun_sum fun i _ =>
      (Real.hasDerivAt_rpow_const (Or.inl hr.ne')).const_mul (a i * p i)
```

The statement says that $g$ has a derivative at each $r>0$ and that this derivative is negative:
$$g'(r)=\sum_i a_i(s-p_i)\,p_i\,r^{s-p_i-1}.$$
The factor $p_i r^{s-p_i-1}$ is positive. If $p_i>s$, then $a_i>0$ and $s-p_i<0$; if $p_i<s$, both signs are reversed. Either way the product $a_i(s-p_i)$ is negative, and for $p_i=s$ it is zero. These are the three cases of `lt_trichotomy`. Since a steep term exists, at least one summand is strictly negative, and so is the sum.

## Finding a radius where $g$ is positive

```lean
/-- A finite sum of real powers in which every negative power has a positive coefficient, and
some negative power occurs, is positive at some `x > 0`. -/
theorem exists_pos_value (c q : ι → ℝ) (h : ∀ i, q i < 0 → 0 < c i) (hex : ∃ i, q i < 0) :
    ∃ x : ℝ, 0 < x ∧ 0 < ∑ i, c i * x ^ q i := by
  obtain ⟨j, hj⟩ := hex
  have hc := h j hj
  have hM : 0 ≤ ∑ i, |c i| := Finset.sum_nonneg fun i _ => abs_nonneg _
  -- choose `x ≤ 1` so small that the term `j` outweighs all others
  obtain ⟨x, hx0, hx1, hxj⟩ : ∃ x : ℝ, 0 < x ∧ x ≤ 1 ∧
      c j * x ^ q j = c j + ∑ i, |c i| := by
    have hK : 1 ≤ 1 + (∑ i, |c i|) / c j := by
      have := div_nonneg hM hc.le
      linarith
    have hK0 : 0 < 1 + (∑ i, |c i|) / c j := by linarith
    refine ⟨(1 + (∑ i, |c i|) / c j) ^ (q j)⁻¹, Real.rpow_pos_of_pos hK0 _,
      Real.rpow_le_one_of_one_le_of_nonpos hK (inv_nonpos.2 hj.le), ?_⟩
    rw [← Real.rpow_mul hK0.le, inv_mul_cancel₀ hj.ne, Real.rpow_one, mul_add, mul_one,
      mul_div_cancel₀ _ hc.ne']
  have hnn : ∀ i ∈ Finset.univ, 0 ≤ c i * x ^ q i + |c i| := by
    intro i _
    have hp := Real.rpow_pos_of_pos hx0 (q i)
    rcases le_or_gt 0 (c i) with hi | hi
    · positivity
    · have hq : 0 ≤ q i := by
        by_contra hq
        exact absurd (h i (not_le.1 hq)) (not_lt_of_ge hi.le)
      have h1 := Real.rpow_le_one hx0.le hx1 hq
      rw [abs_of_neg hi]
      nlinarith
  have h1 : c j * x ^ q j + |c j| ≤ ∑ i, (c i * x ^ q i + |c i|) :=
    Finset.single_le_sum (f := fun i => c i * x ^ q i + |c i|) hnn (Finset.mem_univ j)
  rw [Finset.sum_add_distrib] at h1
  exact ⟨x, hx0, by linarith [abs_nonneg (c j)]⟩
```

This lemma concerns a general sum $S(x)=\sum_i c_i x^{q_i}$ in which every negative exponent has a positive coefficient and some $q_j$ is negative. It claims that $S(x)>0$ for some $x>0$.

Let $M=\sum_i|c_i|$ and choose
$$x=\left(1+\frac{M}{c_j}\right)^{1/q_j}.$$
The base is at least 1 and the exponent is negative, so $0<x\le1$. By construction $c_jx^{q_j}=c_j+M$.

Every term satisfies $c_ix^{q_i}+|c_i|\ge0$. This is clear if $c_i\ge0$. If $c_i<0$, then $q_i\ge0$, hence $x^{q_i}\le1$ and $c_ix^{q_i}\ge c_i=-|c_i|$. A sum of nonnegative numbers is at least as large as any one of them, so
$$S(x)+M\;\ge\;c_jx^{q_j}+|c_j|=c_j+M+|c_j|,$$
and therefore $S(x)\ge c_j+|c_j|>0$. The comparison with a single term is `Finset.single_le_sum`.

```lean
/-- At `r > 0` the energy is stationary exactly when the rescaled virial sum vanishes. -/
theorem deriv_energy_eq_zero_iff (a p : ι → ℝ) (s : ℝ) {r : ℝ} (hr : 0 < r) :
    deriv (energy a p) r = 0 ↔ virial a p s r = 0 := by
  rw [(hasDerivAt_energy a p s hr).deriv, neg_eq_zero, mul_eq_zero,
    or_iff_right (Real.rpow_pos_of_pos hr _).ne']
```

For $r>0$ the prefactor $r^{-s-1}$ is never zero, so $e'(r)=0$ exactly when $g(r)=0$. Lean's `deriv` returns 0 where a function has no derivative, but the derivative found above exists at every $r>0$, so a zero here is a genuine stationary point.

## One stationary density, and it is the minimum

```lean
/-- An energy with a single sign change has exactly one critical point on `r > 0`, and this
point is its strict global minimum there. -/
theorem unique_critical_point_is_minimum {a p : ι → ℝ} {s : ℝ} (h : SingleSignChange a p s) :
    ∃ r₀ : ℝ, 0 < r₀ ∧ (∀ r, 0 < r → (deriv (energy a p) r = 0 ↔ r = r₀)) ∧
      ∀ r, 0 < r → r ≠ r₀ → energy a p r₀ < energy a p r := by
  have hcont : ContinuousOn (virial a p s) (Set.Ioi 0) := fun x hx => by
    obtain ⟨v, _, hd⟩ := virial_slope_neg h hx
    exact hd.continuousAt.continuousWithinAt
  have hanti : StrictAntiOn (virial a p s) (Set.Ioi 0) := by
    refine strictAntiOn_of_deriv_neg (convex_Ioi 0) hcont fun x hx => ?_
    obtain ⟨v, hv, hd⟩ := virial_slope_neg h (interior_subset hx)
    rwa [hd.deriv]
  -- the virial sum takes both signs; the second one follows by inverting the radius
  obtain ⟨x, hx, hgx⟩ := exists_pos_value (fun i => a i * p i) (fun i => s - p i)
    (fun i hi => mul_pos (h.repulsive i (sub_neg.1 hi)) (h.pos i))
    (h.steep.imp fun i hi => sub_neg.2 hi)
  obtain ⟨z, hz, hgz⟩ := exists_pos_value (fun i => -(a i * p i)) (fun i => p i - s)
    (fun i hi => neg_pos.2 (mul_neg_of_neg_of_pos (h.attractive i (sub_neg.1 hi)) (h.pos i)))
    (h.flat.imp fun i hi => sub_neg.2 hi)
  have hinv : virial a p s z⁻¹ = -∑ i, -(a i * p i) * z ^ (p i - s) := by
    unfold virial
    rw [← Finset.sum_neg_distrib]
    refine Finset.sum_congr rfl fun i _ => ?_
    rw [Real.inv_rpow hz.le, ← Real.rpow_neg hz.le, neg_sub]
    ring
  have hneg : virial a p s z⁻¹ ≤ 0 := by
    rw [hinv]
    exact neg_nonpos.2 hgz.le
  obtain ⟨r₀, hr₀, hroot⟩ := isPreconnected_Ioi.intermediate_value
    (Set.mem_Ioi.2 (inv_pos.2 hz)) (Set.mem_Ioi.2 hx) hcont ⟨hneg, hgx.le⟩
  have hr₀' : 0 < r₀ := hr₀
  -- the energy falls up to `r₀` and rises afterwards
  have hfall : StrictAntiOn (energy a p) (Set.Ioc 0 r₀) := by
    refine strictAntiOn_of_deriv_neg (convex_Ioc 0 r₀) (fun y hy =>
      (hasDerivAt_energy a p s hy.1).continuousAt.continuousWithinAt) fun y hy => ?_
    rw [interior_Ioc] at hy
    have hg := hanti (Set.mem_Ioi.2 hy.1) hr₀ hy.2
    rw [hroot] at hg
    rw [(hasDerivAt_energy a p s hy.1).deriv]
    exact neg_neg_of_pos (mul_pos (Real.rpow_pos_of_pos hy.1 _) hg)
  have hrise : StrictMonoOn (energy a p) (Set.Ici r₀) := by
    refine strictMonoOn_of_deriv_pos (convex_Ici r₀) (fun y hy =>
      (hasDerivAt_energy a p s (lt_of_lt_of_le hr₀' hy)).continuousAt.continuousWithinAt)
      fun y hy => ?_
    rw [interior_Ici] at hy
    have hy0 : 0 < y := lt_trans hr₀' hy
    have hg := hanti hr₀ (Set.mem_Ioi.2 hy0) hy
    rw [hroot] at hg
    rw [(hasDerivAt_energy a p s hy0).deriv]
    exact neg_pos.2 (mul_neg_of_pos_of_neg (Real.rpow_pos_of_pos hy0 _) hg)
  refine ⟨r₀, hr₀', fun r hr => ?_, fun r hr hne => ?_⟩
  · rw [deriv_energy_eq_zero_iff a p s hr]
    exact ⟨fun h0 => hanti.injOn (Set.mem_Ioi.2 hr) hr₀ (h0.trans hroot.symm),
      fun h0 => h0 ▸ hroot⟩
  · rcases lt_or_gt_of_ne hne with hlt | hgt
    · exact hfall ⟨hr, hlt.le⟩ ⟨hr₀', le_rfl⟩ hlt
    · exact hrise (Set.mem_Ici.2 le_rfl) (Set.mem_Ici.2 hgt.le) hgt
```

The conclusion reads: there is an $r_0>0$ such that, for every $r>0$, $e'(r)=0$ if and only if $r=r_0$; and $e(r_0)<e(r)$ for every other $r>0$.

The argument has three steps.

1. **Monotonicity.** Since $g'<0$, the function $g$ is continuous and strictly decreasing on $r>0$. This is `hcont` and `hanti`.
2. **A zero.** The previous lemma with $c_i=a_ip_i$ and $q_i=s-p_i$ gives $x>0$ with $g(x)>0$. Applied again with $c_i=-a_ip_i$ and $q_i=p_i-s$, it gives $z>0$ with
$$g(1/z)=-\sum_i(-a_ip_i)\,z^{p_i-s}<0.$$
The intermediate value theorem supplies $r_0>0$ with $g(r_0)=0$, and strict decrease makes this zero unique.
3. **The shape of the energy.** For $r<r_0$ we have $g(r)>0$, so $e'(r)<0$; for $r>r_0$ the signs are reversed. Thus $e$ falls strictly on $(0,r_0]$ (`hfall`) and rises strictly on $[r_0,\infty)$ (`hrise`), which gives the strict minimum.

The smallest case has two terms, $e(r)=Ar^{-p}-Br^{-q}$ with $A,B>0$ and $p>q>0$. Setting $e'(r)=0$ gives
$$r_0=\left(\frac{pA}{qB}\right)^{1/(p-q)}.$$
For the Hartree–Fock gas, $p=2$ and $q=1$, so $r_0=2A/B$ and $e(r_0)=-B^2/(4A)$. With more terms there is in general no such closed formula, but the theorem still gives existence and uniqueness.

In electronic-structure work this means that a one-parameter energy model that is a finite sum with this sign pattern has no second minimum in which a search over density could end. The theorem does not cover the exact energy of the electron gas: its correlation part at high density contains a logarithm of $r_s$, which is not a term of the sum.

## Positive curvature at the stationary density

```lean
/-- With a single sign change, the energy has strictly positive curvature at a critical
point `r > 0`. -/
theorem curvature_pos {a p : ι → ℝ} {s r : ℝ} (h : SingleSignChange a p s) (hr : 0 < r)
    (hcrit : deriv (energy a p) r = 0) : 0 < deriv (deriv (energy a p)) r := by
  obtain ⟨v, hv, hd⟩ := virial_slope_neg h hr
  have hvir := (deriv_energy_eq_zero_iff a p s hr).1 hcrit
  have heq : deriv (energy a p) =ᶠ[nhds r] fun x => -(x ^ (-s - 1) * virial a p s x) := by
    filter_upwards [Ioi_mem_nhds hr] with x hx
    exact (hasDerivAt_energy a p s hx).deriv
  have h2 := ((Real.hasDerivAt_rpow_const (p := -s - 1) (Or.inl hr.ne')).fun_mul hd).fun_neg
  -- only the slope of the virial sum survives at the critical point
  rw [heq.deriv_eq, h2.deriv, hvir]
  linarith [mul_neg_of_pos_of_neg (Real.rpow_pos_of_pos hr (-s - 1)) hv]
```

The nested `deriv` is the second derivative. Differentiating $e'=-r^{-s-1}g$ gives
$$e''(r)=(s+1)\,r^{-s-2}g(r)-r^{-s-1}g'(r).$$
At a critical point the first term vanishes, and the second is positive because $g'(r)<0$. Within the model, the energy therefore has a positive harmonic stiffness against small uniform changes of density. In Lean, `heq` records that the formula for $e'$ holds throughout a neighbourhood of $r$, as is needed before differentiating it again.

## Two sign changes allow two stationary densities

```lean
/-- The energy `2/r - 3/(2r²) + 1/(3r³)`, whose coefficients change sign twice, is stationary
both at `r = 1/2` and at `r = 1`. -/
theorem two_sign_changes_two_critical_points :
    deriv (energy (![2, -3 / 2, 1 / 3] : Fin 3 → ℝ) ![1, 2, 3]) (1 / 2) = 0 ∧
      deriv (energy (![2, -3 / 2, 1 / 3] : Fin 3 → ℝ) ![1, 2, 3]) 1 = 0 := by
  have key : ∀ r : ℝ, virial (![2, -3 / 2, 1 / 3] : Fin 3 → ℝ) ![1, 2, 3] 3 r
      = (2 * r - 1) * (r - 1) := by
    intro r
    have e : virial (![2, -3 / 2, 1 / 3] : Fin 3 → ℝ) ![1, 2, 3] 3 r
        = 2 * 1 * r ^ ((3 : ℝ) - 1) + -3 / 2 * 2 * r ^ ((3 : ℝ) - 2)
          + 1 / 3 * 3 * r ^ ((3 : ℝ) - 3) := Fin.sum_univ_three _
    rw [e, show (3 : ℝ) - 1 = ((2 : ℕ) : ℝ) by norm_num,
      show (3 : ℝ) - 2 = ((1 : ℕ) : ℝ) by norm_num,
      show (3 : ℝ) - 3 = ((0 : ℕ) : ℝ) by norm_num]
    simp only [Real.rpow_natCast]
    ring
  constructor
  · rw [deriv_energy_eq_zero_iff _ _ 3 (by norm_num), key]
    norm_num
  · rw [deriv_energy_eq_zero_iff _ _ 3 (by norm_num), key]
    norm_num

end

end PowerLawMinimum
```

Here the energy is
$$e(r)=\frac{2}{r}-\frac{3}{2r^2}+\frac{1}{3r^3}.$$
In order of increasing exponent the signs are plus, minus, plus, so no dividing exponent exists. The slope formula still applies, and the choice $s=3$ turns $g$ into a polynomial:
$$g(r)=2r^2-3r+1=(2r-1)(r-1).$$
The step `key` proves this factorisation, and both zeros, $r=1/2$ and $r=1$, are critical points of $e$. Positive exponents together with coefficients of both signs thus do not suffice for a single stationary density. From the sign of $g$ one reads off that $r=1/2$ is a local minimum and $r=1$ a local maximum.

```lean
#print axioms PowerLawMinimum.unique_critical_point_is_minimum
#print axioms PowerLawMinimum.curvature_pos
#print axioms PowerLawMinimum.two_sign_changes_two_critical_points
```

```
'PowerLawMinimum.unique_critical_point_is_minimum' depends on axioms: [propext, Classical.choice, Quot.sound]
'PowerLawMinimum.curvature_pos' depends on axioms: [propext, Classical.choice, Quot.sound]
'PowerLawMinimum.two_sign_changes_two_critical_points' depends on axioms: [propext, Classical.choice, Quot.sound]
```
